# Moving one electron changes the backflow Slater matrix by rank at most q + 1 when q others lie within the cutoff of its old or new position

Let \(N\) electrons of the same spin have positions \(r_i\), and let \(R_c\) be the backflow cutoff. The backflow coordinate of electron \(i\) is

\[
x_i = r_i + \sum_{j\ne i,\ |r_i-r_j|\le R_c} \eta(r_i,r_j),
\]

where \(\eta\) is any function of two positions with values in the same space. The Slater matrix is \(A_{ij}=\varphi_j(x_i)\), so rows belong to electrons and columns to orbitals. Electron \(k\) moves from \(r_k\) to \(s\) while the others stay put. Primes mark quantities after the move, and \(B_{ij}=\varphi_j(x'_i)\) is the new matrix. The neighbours of the move are the electrons \(i\ne k\) with \(|r_i-r_k|\le R_c\) or \(|r_i-s|\le R_c\). Their number is \(q\), and \(S\) is the set of \(k\) and its neighbours, so \(|S|=q+1\).

## The rank bound and the determinant ratio

For every move,

\[
\operatorname{rank}(B-A)\le q+1 .
\]

If \(\det A\neq 0\), then also

\[
\det B=\det A\,\det\big[(BA^{-1})_{SS}\big],
\]

where the subscript \(SS\) keeps the rows and columns in \(S\). For every \(q\) there is an example in which \(A\) is invertible and the rank equals \(q+1\).

## Acceptance ratios for single-electron moves

In variational and diffusion Monte Carlo with single-electron moves and a strictly finite backflow cutoff, the determinant ratio can be computed from a \((q+1)\times(q+1)\) block. With \(A^{-1}\) stored, the block needs the \(q+1\) new rows of \(B\) and the \(q+1\) matching columns of \(A^{-1}\). Once the orbitals in these rows have been evaluated, that is about \((q+1)^2N\) multiplications plus a small determinant, which is less work than a new \(N\times N\) determinant when \(q\) is much smaller than \(N\).

The list of affected rows must combine the neighbours of the old position with those of the new one. An electron near only \(s\) gains a term in its sum, and one near only \(r_k\) loses a term.

## From unchanged coordinates to a small determinant

**Coordinates.** Take \(i\notin S\). Then \(r'_i=r_i\). For \(j\ne k\), the term from \(j\) in the sum for \(x_i\) is the same before and after the move, since neither position has changed. The term from \(k\) is absent both times, because \(|r_i-r_k|>R_c\) and \(|r_i-s|>R_c\). Hence \(x'_i=x_i\), and row \(i\) of \(B\) equals row \(i\) of \(A\).

**Rank.** Let \(P\) be the diagonal matrix with 1 on \(S\) and 0 elsewhere. The rows of \(B-A\) outside \(S\) vanish, so \(B-A=P(B-A)\) and

\[
\operatorname{rank}(B-A)\le\operatorname{rank}P=|S|=q+1 .
\]

**Determinant.** Put \(M=BA^{-1}\). For \(i\notin S\), row \(i\) of \(M\) is row \(i\) of \(AA^{-1}=1\). With the electrons of \(S\) listed first,

\[
M=\begin{pmatrix} M_{SS} & * \\ 0 & 1\end{pmatrix},
\qquad \det M=\det M_{SS},
\]

and \(B=MA\) gives the ratio.

**Attaining the bound.** Put electrons \(0,\dots,q\) at \(r_i=i\), with \(R_c=q+1\) and \(\eta(a,b)=2b\), and move electron 0 to \(q+1\). All pairs are in range before and after, so the move has \(q\) neighbours. With \(T=\sum_j r_j\),

\[
x_i=r_i+2(T-r_i)=2T-r_i,\qquad x'_i=2(T+q+1)-r'_i .
\]

The old coordinates are distinct and at most \(2T\); the new ones are distinct and at least \(2T+q+1\). Let \(\varphi_j\) be 1 at \(x_j\), 2 at \(x'_j\) and 0 elsewhere. Then \(A=1\) and \(B=2\cdot 1\), so \(B-A=1\) has rank \(q+1\).

## Three electrons on a line, and the case q = 0

Take electrons 0, 1, 2 at positions \(0,1,6\), with \(R_c=2.5\), \(\eta(a,b)=a-b\) and orbitals \(1,x,x^2\). Electron 0 moves to 3. Only electron 1 is a neighbour, so \(q=1\). The coordinates change from \((-1,2,6)\) to \((5,-1,6)\), and

\[
B-A=\begin{pmatrix}0&6&24\\0&-3&-3\\0&0&0\end{pmatrix}
\]

has rank 2. The Vandermonde formula gives \(\det A=84\) and \(\det B=-42\). The entries of \(BA^{-1}\) are the Lagrange polynomials of the old coordinates evaluated at the new ones, so the block is

\[
(BA^{-1})_{SS}=\begin{pmatrix}-1/7&1/2\\1&0\end{pmatrix},
\]

with determinant \(-1/2=-42/84\).

When \(q=0\), only row \(k\) can change, and the ratio is the single number \(\sum_j B_{kj}(A^{-1})_{jk}\), as for a Slater determinant without backflow.

## The Lean file

```lean
import Mathlib

open Finset

namespace BackflowLowRankUpdate

noncomputable section

variable {n E K : Type*} [Fintype n] [DecidableEq n] [NormedAddCommGroup E] [Field K]

/-- The backflow coordinate of electron `i`: its position plus the sum of `η (r i) (r j)` over
the other electrons `j` within distance `Rc`. -/
def backflow (Rc : ℝ) (η : E → E → E) (r : n → E) (i : n) : E :=
  r i + ∑ j ∈ univ.filter (fun j => j ≠ i ∧ dist (r i) (r j) ≤ Rc), η (r i) (r j)

/-- The Slater matrix: orbital `j` evaluated at the coordinate of electron `i`. -/
def slater (φ : n → E → K) (x : n → E) : Matrix n n K :=
  Matrix.of fun i j => φ j (x i)

/-- The electrons other than `k` that lie within `Rc` of the old position of `k` or of its new
position `s`. -/
def neighbours (Rc : ℝ) (r : n → E) (k : n) (s : E) : Finset n :=
  univ.filter fun i => i ≠ k ∧ (dist (r i) (r k) ≤ Rc ∨ dist (r i) s ≤ Rc)

/-- When electron `k` moves to `s`, the backflow coordinate of another electron farther than `Rc`
from both the old and the new position does not change. -/
theorem backflow_move_far (Rc : ℝ) (η : E → E → E) (r : n → E) {i k : n} (s : E)
    (hik : i ≠ k) (hold : ¬ dist (r i) (r k) ≤ Rc) (hnew : ¬ dist (r i) s ≤ Rc) :
    backflow Rc η (Function.update r k s) i = backflow Rc η r i := by
  simp only [backflow, Finset.sum_filter, Function.update_of_ne hik]
  congr 1
  apply Finset.sum_congr rfl
  intro j _
  by_cases hj : j = k
  · -- the moved electron is outside the cutoff before and after the move
    subst hj
    rw [if_neg (fun h => hnew (by simpa using h.2)), if_neg (fun h => hold h.2)]
  · simp [Function.update_of_ne hj]

omit [Field K] in
/-- When electron `k` moves to `s`, every row of the Slater matrix that belongs neither to `k` nor
to one of its neighbours stays the same. -/
theorem slater_row_unchanged (Rc : ℝ) (η : E → E → E) (φ : n → E → K) (r : n → E) (k : n) (s : E)
    (i : n) (hi : i ∉ insert k (neighbours Rc r k s)) :
    slater φ (backflow Rc η (Function.update r k s)) i = slater φ (backflow Rc η r) i := by
  have hik : i ≠ k := fun e => hi (by simp [e])
  have hold : ¬ dist (r i) (r k) ≤ Rc := fun h =>
    hi (Finset.mem_insert_of_mem (by simp [neighbours, hik, h]))
  have hnew : ¬ dist (r i) s ≤ Rc := fun h =>
    hi (Finset.mem_insert_of_mem (by simp [neighbours, hik, h]))
  funext j
  change φ j _ = φ j _
  rw [backflow_move_far Rc η r s hik hold hnew]

/-- If two square matrices agree in all rows outside a set `S`, their difference has rank at most
the number of elements of `S`. -/
theorem rank_sub_le_of_rows (A B : Matrix n n K) (S : Finset n) (h : ∀ i ∉ S, B i = A i) :
    (B - A).rank ≤ S.card := by
  classical
  -- projecting on the rows in `S` does not alter the difference
  have hP : B - A = Matrix.diagonal (fun i => if i ∈ S then (1 : K) else 0) * (B - A) := by
    ext i j
    rw [Matrix.diagonal_mul]
    by_cases hi : i ∈ S
    · simp [hi]
    · simp [hi, h i hi]
  rw [hP]
  refine (Matrix.rank_mul_le_left _ _).trans ?_
  rw [Matrix.rank_diagonal, Fintype.card_subtype]
  apply Finset.card_le_card
  intro i hi
  by_contra hS
  simp [hS] at hi

/-- If one electron moves and `q` others lie within `Rc` of its old or new position, the
Slater matrix in backflow coordinates changes by a matrix of rank at most `q + 1`. -/
theorem rank_slater_move_le (Rc : ℝ) (η : E → E → E) (φ : n → E → K) (r : n → E) (k : n) (s : E) :
    (slater φ (backflow Rc η (Function.update r k s)) - slater φ (backflow Rc η r)).rank
      ≤ (neighbours Rc r k s).card + 1 :=
  (rank_sub_le_of_rows _ _ _ (slater_row_unchanged Rc η φ r k s)).trans
    (Finset.card_insert_le _ _)

/-- If `A` is invertible and `B` agrees with it in all rows outside `S`, then `det B` is `det A`
times the determinant of the block of `B * A⁻¹` with rows and columns in `S`. -/
theorem det_eq_of_rows (A B : Matrix n n K) (S : Finset n) (h : ∀ i ∉ S, B i = A i)
    (hA : A.det ≠ 0) :
    B.det = A.det * ((B * A⁻¹).toSquareBlockProp (fun i => i ∈ S)).det := by
  have hu : IsUnit A.det := isUnit_iff_ne_zero.mpr hA
  -- outside `S` the rows of `B * A⁻¹` are those of the identity
  have hrow : ∀ i ∉ S, ∀ j, (B * A⁻¹) i j = (1 : Matrix n n K) i j := by
    intro i hi j
    rw [← Matrix.mul_nonsing_inv A hu, Matrix.mul_apply, Matrix.mul_apply, h i hi]
  have hone : (B * A⁻¹).toSquareBlockProp (fun i => ¬ i ∈ S) = 1 := by
    ext i j
    change (B * A⁻¹) i j = _
    rw [hrow i i.2 j]
    simp [Matrix.one_apply, Subtype.ext_iff]
  have hblock : (B * A⁻¹).det = ((B * A⁻¹).toSquareBlockProp (fun i => i ∈ S)).det := by
    have e := Matrix.twoBlockTriangular_det (B * A⁻¹) (fun i => i ∈ S) (fun i hi j hj => by
      rw [hrow i hi j]
      exact Matrix.one_apply_ne (fun e => hi (e ▸ hj)))
    rw [hone, Matrix.det_one, mul_one] at e
    convert e
  calc B.det = (B * A⁻¹ * A).det := by
        rw [Matrix.mul_assoc, Matrix.nonsing_inv_mul A hu, Matrix.mul_one]
    _ = _ := by rw [Matrix.det_mul, hblock, mul_comm]

/-- If the old Slater matrix is invertible, the new Slater determinant is the old one times the
determinant of a block indexed by the moved electron and its neighbours only. -/
theorem det_slater_move (Rc : ℝ) (η : E → E → E) (φ : n → E → K) (r : n → E) (k : n) (s : E)
    (hA : (slater φ (backflow Rc η r)).det ≠ 0) :
    (slater φ (backflow Rc η (Function.update r k s))).det =
      (slater φ (backflow Rc η r)).det *
        ((slater φ (backflow Rc η (Function.update r k s)) *
          (slater φ (backflow Rc η r))⁻¹).toSquareBlockProp
            (fun i => i ∈ insert k (neighbours Rc r k s))).det :=
  det_eq_of_rows _ _ _ (slater_row_unchanged Rc η φ r k s) hA

/-- Electrons on a line at the positions `0, 1, …, q`. -/
def chain (q : ℕ) (i : Fin (q + 1)) : ℝ := ((i : ℕ) : ℝ)

/-- The bound is sharp for every `q`: in the chain with cutoff `q + 1` and backflow function
`2 * r_j`, moving the first electron to `q + 1` involves `q` neighbours, and for some orbitals
the old Slater matrix is invertible and changes by a matrix of rank exactly `q + 1`. -/
theorem rank_bound_sharp (q : ℕ) :
    (neighbours ((q : ℝ) + 1) (chain q) 0 ((q : ℝ) + 1)).card = q ∧
    ∃ φ : Fin (q + 1) → ℝ → ℝ,
      (slater φ (backflow ((q : ℝ) + 1) (fun _ b => 2 * b) (chain q))).det ≠ 0 ∧
      (slater φ (backflow ((q : ℝ) + 1) (fun _ b => 2 * b)
          (Function.update (chain q) 0 ((q : ℝ) + 1)))
        - slater φ (backflow ((q : ℝ) + 1) (fun _ b => 2 * b) (chain q))).rank = q + 1 := by
  have hq : (0 : ℝ) ≤ q := Nat.cast_nonneg q
  have c0 : ∀ i, 0 ≤ chain q i := fun i => Nat.cast_nonneg _
  have c1 : ∀ i, chain q i ≤ q := fun i => Nat.cast_le.mpr (Nat.lt_succ_iff.mp i.2)
  have cz : chain q 0 = 0 := by simp [chain]
  have cinj : ∀ i j, chain q i = chain q j → i = j := fun i j h =>
    Fin.ext (Nat.cast_injective (R := ℝ) h)
  obtain ⟨r', hr'⟩ : ∃ r', r' = Function.update (chain q) 0 ((q : ℝ) + 1) := ⟨_, rfl⟩
  rw [← hr']
  have rz : r' 0 = q + 1 := by rw [hr', Function.update_self]
  have rs : ∀ i, i ≠ 0 → r' i = chain q i := fun i hi => by
    rw [hr', Function.update_of_ne hi]
  have rb : ∀ i, 0 ≤ r' i ∧ r' i ≤ q + 1 := by
    intro i
    rcases eq_or_ne i 0 with rfl | hi
    · rw [rz]; constructor <;> linarith
    · rw [rs i hi]; exact ⟨c0 i, by linarith [c1 i]⟩
  have near : ∀ a b : ℝ, 0 ≤ a → a ≤ q + 1 → 0 ≤ b → b ≤ q + 1 → dist a b ≤ q + 1 := by
    intro a b _ _ _ _
    rw [Real.dist_eq, abs_le]
    constructor <;> linarith
  -- with all electrons in range, the backflow coordinate is twice the total minus `r i`
  have key : ∀ r : Fin (q + 1) → ℝ, (∀ i, 0 ≤ r i ∧ r i ≤ q + 1) → ∀ i,
      backflow ((q : ℝ) + 1) (fun _ b => 2 * b) r i = 2 * ∑ j, r j - r i := by
    intro r hr i
    have hf : univ.filter (fun j => j ≠ i ∧ dist (r i) (r j) ≤ (q : ℝ) + 1) = univ.erase i := by
      ext j
      simp [near (r i) (r j) (hr i).1 (hr i).2 (hr j).1 (hr j).2]
    have e := Finset.add_sum_erase univ r (mem_univ i)
    unfold backflow
    rw [hf, ← Finset.mul_sum]
    linarith
  have hsum : ∑ j, r' j = ∑ j, chain q j + (q + 1) := by
    rw [Fin.sum_univ_succ r', Fin.sum_univ_succ (chain q), rz, cz,
      Finset.sum_congr rfl (fun i _ => rs (Fin.succ i) (Fin.succ_ne_zero i))]
    ring
  have ka := key (chain q) (fun i => ⟨c0 i, by linarith [c1 i]⟩)
  have kb := key r' rb
  -- orbitals that single out the old and the new coordinates
  have orbitals : ∀ a b : Fin (q + 1) → ℝ, Function.Injective a → Function.Injective b →
      (∀ i j, a i ≠ b j) → ∃ φ : Fin (q + 1) → ℝ → ℝ,
        slater φ a = 1 ∧ slater φ b - slater φ a = 1 := by
    intro a b ha hb hab
    refine ⟨fun j x => if x = b j then 2 else if x = a j then 1 else 0, ?_, ?_⟩
    · ext i j
      simp [slater, hab i j, ha.eq_iff, Matrix.one_apply]
    · ext i j
      by_cases hij : i = j
      · subst hij
        simp [slater, hab i i]
        norm_num
      · simp [slater, hab i j, (hab j i).symm, ha.eq_iff, hb.eq_iff, hij]
  constructor
  · have hN : neighbours ((q : ℝ) + 1) (chain q) 0 ((q : ℝ) + 1) = univ.erase 0 := by
      ext i
      have hd := near (chain q i) (chain q 0) (c0 i) (by linarith [c1 i]) (c0 0)
        (by linarith [c1 0])
      simp [neighbours, hd]
    rw [hN, Finset.card_erase_of_mem (mem_univ _), Finset.card_univ, Fintype.card_fin]
    rfl
  · obtain ⟨φ, h1, h2⟩ := orbitals
      (backflow ((q : ℝ) + 1) (fun _ b => 2 * b) (chain q))
      (backflow ((q : ℝ) + 1) (fun _ b => 2 * b) r')
      (fun i j h => cinj i j (by rw [ka, ka] at h; linarith))
      (fun i j h => by
        have h' : r' i = r' j := by rw [kb, kb] at h; linarith
        rcases eq_or_ne i 0 with hi | hi <;> rcases eq_or_ne j 0 with hj | hj
        · rw [hi, hj]
        · rw [hi, rz, rs j hj] at h'; linarith [c1 j]
        · rw [hj, rz, rs i hi] at h'; linarith [c1 i]
        · rw [rs i hi, rs j hj] at h'; exact cinj i j h')
      (fun i j h => by
        rw [ka, kb, hsum] at h
        linarith [c0 i, (rb j).2])
    refine ⟨φ, ?_, ?_⟩
    · rw [h1, Matrix.det_one]; exact one_ne_zero
    · rw [h2, Matrix.rank_one, Fintype.card_fin]

end

end BackflowLowRankUpdate
```

```lean
#print axioms BackflowLowRankUpdate.rank_slater_move_le
#print axioms BackflowLowRankUpdate.det_slater_move
#print axioms BackflowLowRankUpdate.rank_bound_sharp
```

```
'BackflowLowRankUpdate.rank_slater_move_le' depends on axioms: [propext, Classical.choice, Quot.sound]
'BackflowLowRankUpdate.det_slater_move' depends on axioms: [propext, Classical.choice, Quot.sound]
'BackflowLowRankUpdate.rank_bound_sharp' depends on axioms: [propext, Classical.choice, Quot.sound]
```

## Reading the theorems and their scope

The type `n` labels both electrons and orbitals, `E` is the space of positions with distance `dist`, and `K` is the field of orbital values, for instance the real or complex numbers. `Function.update r k s` is the configuration after the move. `backflow`, `slater` and `neighbours` are the definitions above, with the cutoff distance itself counted as in range. `neighbours` leaves out `k`, so \(q\) is `(neighbours Rc r k s).card` and \(S\) is `insert k (neighbours Rc r k s)`.

`rank_slater_move_le` is the rank bound. It needs no smoothness of \(\eta\) or of the orbitals, and it holds for singular matrices too. `det_slater_move` is the determinant formula; its one hypothesis, `hA`, says that the old determinant is nonzero, meaning that the walker is not on a node of the determinant. The new determinant may vanish. `toSquareBlockProp` selects the block on \(S\).

The proofs follow the derivation:

- `backflow_move_far` compares the two sums term by term and treats `j = k` separately. `slater_row_unchanged` turns this into equality of rows.
- `rank_sub_le_of_rows` inserts the diagonal projector, then uses `Matrix.rank_mul_le_left` and `Matrix.rank_diagonal`.
- `det_eq_of_rows` shows in `hrow` that the rows of \(BA^{-1}\) outside \(S\) are those of the identity, and applies `Matrix.twoBlockTriangular_det`.
- `rank_bound_sharp` obtains \(x_i=2T-r_i\) in `key`, the new total in `hsum`, and the orbitals with \(A=1\) and \(B-A=1\) in `orbitals`.

In that last theorem every electron is affected, so \(q+1\) is also the full size of the matrix. Its orbitals are spikes and its \(\eta(a,b)=2b\) depends on the choice of origin. Both are chosen to attain the bound and are not physical. In other cases the rank can be smaller than \(q+1\), for example when \(\eta=0\) and \(q\ge 1\), since then only row \(k\) can change.

The model has one determinant containing all electrons, and one pair function \(\eta\) for all pairs. With separate spin-up and spin-down determinants, backflow between opposite spins can change rows in both. The row argument then applies to each determinant separately, with the electrons of that spin in \(S\) as the affected rows. Distances are those of a normed additive group. This includes a periodic cell with minimum-image distances, if positions are taken modulo the lattice and \(\eta\) and the orbitals are functions on the cell. A backflow function with a long tail fits only if it is truncated at \(R_c\).

The theorems concern exact field elements. Operation counts, rounding errors and their growth over repeated updates of a stored inverse need a separate analysis.
